# Below every eigenvalue of a fixed closed-channel matrix, eliminated closed channels add an attraction that does not weaken as the energy rises

## The sign of a truncation error

Suppose that a close-coupling calculation for an atom diffracting from a surface leaves out the closed channels. In general the retained channels then move in the wrong potential. Two questions arise. Is the truncated model too attractive or too repulsive, and does the error in the potential grow or shrink as the energy rises?

Both questions have an answer for a finite Hermitian closed-channel matrix, provided that this matrix and its coupling to the open channels do not change with energy, and that the energy stays below all eigenvalues of the matrix. The missing potential is never repulsive, and raising the energy never weakens it. In a finite-basis simulation that meets these conditions, truncation therefore makes the potential among the retained channels too repulsive, or leaves it unchanged where there is no coupling.

## From coupled channels to an effective potential

Let $\psi$ collect the open-channel amplitudes and $\varphi$ the closed-channel amplitudes. The matrix $A$ acts within the open channels, $D$ acts within the closed ones, and $B$ couples closed to open. A dagger denotes the conjugate transpose. At real energy $E$ the coupled equations are

$$A\psi+B\varphi=E\psi,\qquad B^\dagger\psi+D\varphi=E\varphi .$$

If $E$ is not an eigenvalue of $D$, the second equation reads $(E-D)\varphi=B^\dagger\psi$, so

$$\varphi=(E-D)^{-1}B^\dagger\psi .$$

Substitution into the first equation gives

$$\bigl(A+W(E)\bigr)\psi=E\psi,\qquad W(E)=B(E-D)^{-1}B^\dagger .$$

Conversely, multiplying the formula for $\varphi$ by $E-D$ restores the second equation, and undoing the substitution restores the first. Thus $W(E)$ is exactly the potential that is lost when the closed channels are dropped.

## The inequalities and their physical reading

Let $D$ be Hermitian and let $E_1<E_2$, with $E_2$ below every eigenvalue of $D$. Then

$$W(E_2)\le W(E_1)\le 0 .$$

Here $X\le Y$ means that $Y-X$ is positive semidefinite. This is the main theorem, `closedPotential_antitone`. Its ingredients appear in Lean as follows.

- The types `m` and `n` label the open and closed basis states. Both are finite, and either may be empty. A label can combine a diffraction channel with a basis function for the motion normal to the surface.
- `closedPotential B D E` is $W(E)$, and `Bᴴ` is $B^\dagger$. The coupling matrix `B` is an arbitrary complex matrix.
- `BelowThresholds D E` says that $E<\mu$ for every real $\mu$ that has a non-zero eigenvector of $D$. For Hermitian $D$ these are all the eigenvalues. Despite the name, the bound is set by these eigenvalues, not by the threshold energies at which the channels open far from the surface.
- `hD` states that $D$ is Hermitian, `h12` that $E_1<E_2$, and `hE` that $E_2$ is below every eigenvalue. The same condition for $E_1$ follows.

Physically, it is not enough that the channels are closed far from the surface. A closed channel can hold a bound state in the surface well, and the energy must lie below that level too. Selective-adsorption resonances occur near such levels. The energy range considered here ends below the lowest level, so it may contain part of a resonance, but the theorem says nothing about energies at or above that level.

The theorem `expectation_strict` gives strict inequalities for an open-channel vector $x$ with $B^\dagger x\ne0$. Lean compares the unnormalised numbers $x^\dagger W(E)x$. Such an $x$ is non-zero, so division by $x^\dagger x>0$ gives the expectation values

$$\frac{x^\dagger W(E_2)x}{x^\dagger x}<\frac{x^\dagger W(E_1)x}{x^\dagger x}<0 .$$

The order on complex numbers used in the file compares real parts and requires equal imaginary parts, so these are genuine inequalities between real numbers.

The model has finitely many orthonormal basis states and keeps $B$ and $D$ independent of energy. For diffraction, this means comparing energies at a fixed wave vector of the incident atom parallel to the surface. At a fixed oblique angle of incidence that wave vector grows with the energy and changes the kinetic energies in $D$. The sign $W(E)\le0$ then still holds at each energy below the eigenvalues of $D$ at that energy, but the comparison between two energies need not. It contains no scattering boundary conditions, and an ordering of potentials does not by itself order diffraction intensities.

## Deriving the order

**Positive gap.** If $Dv=\mu v$, then $(D-E)v=(\mu-E)v$. For $E$ below every eigenvalue of $D$, the Hermitian matrix $D-E$ has only positive eigenvalues, so it is positive definite. So is its inverse.

**Comparing two energies.** Put $P=D-E_1$, $Q=D-E_2$ and $\delta=E_2-E_1>0$. Then $P=Q+\delta$, and hence

$$PQ^{-1}=Q^{-1}P=1+\delta Q^{-1}.$$

It follows that

$$P(Q^{-1}-P^{-1})P=(1+\delta Q^{-1})P-P=\delta Q^{-1}P=\delta+\delta^2Q^{-1}.$$

Multiplying by $P^{-1}$ on both sides gives

$$Q^{-1}-P^{-1}=P^{-1}(\delta+\delta^2Q^{-1})P^{-1}.$$

For $y\ne0$ let $z=P^{-1}y$, which is also non-zero. Since $P^{-1}$ is Hermitian,

$$y^\dagger(Q^{-1}-P^{-1})y=\delta z^\dagger z+\delta^2z^\dagger Q^{-1}z>0 .$$

**Restoring the coupling.** Since $W(E_1)=-BP^{-1}B^\dagger$ and $W(E_2)=-BQ^{-1}B^\dagger$, any open-channel vector $x$ with $y=B^\dagger x$ satisfies

$$x^\dagger\bigl(W(E_1)-W(E_2)\bigr)x=y^\dagger(Q^{-1}-P^{-1})y\ge0,$$

$$-x^\dagger W(E_1)x=y^\dagger P^{-1}y\ge0 .$$

This proves the main theorem. Both expressions are positive when $y\ne0$, which proves the strict version.

## Why avoiding the eigenvalues is not enough

Take $B=1$, with equally many open and closed basis states, and let $E$ avoid the eigenvalues of the Hermitian matrix $D$. Suppose that $W(E)\le0$ and $Dv=\mu v$ with $v\ne0$. Then $E\ne\mu$. The vector $w=(E-\mu)v$ satisfies $w=(E-D)v$, so $W(E)w=v$ and

$$0\ge w^\dagger W(E)w=(E-\mu)v^\dagger v .$$

Hence $E<\mu$. With this coupling, $W(E)\le0$ holds exactly when $E$ is below every eigenvalue. A sign rule for arbitrary $B$ therefore needs more than the invertibility of $E-D$. A particular coupling can behave better: $B=0$ gives $W(E)=0$ at every energy.

## The Lean file

```lean
import Mathlib

open Matrix
open scoped ComplexOrder MatrixOrder

namespace ClosedChannelTruncation

variable {m n : Type*} [Fintype n] [DecidableEq n]

/-- The energy `E` lies below every real eigenvalue of the closed-channel matrix `D`. -/
def BelowThresholds (D : Matrix n n ℂ) (E : ℝ) : Prop :=
  ∀ (μ : ℝ) (v : n → ℂ), v ≠ 0 → D *ᵥ v = (μ : ℂ) • v → E < μ

/-- The effective potential `W(E) = B (E - D)⁻¹ Bᴴ` that the closed channels induce among the
open ones, for `E` not an eigenvalue of `D`. -/
noncomputable def closedPotential (B : Matrix m n ℂ) (D : Matrix n n ℂ) (E : ℝ) :
    Matrix m m ℂ :=
  B * ((E : ℂ) • (1 : Matrix n n ℂ) - D)⁻¹ * Bᴴ

/-- If `E` is not an eigenvalue of `D`, the coupled equations for open amplitudes `ψ` and closed
amplitudes `φ` are equivalent to an open-channel equation with the added potential `W(E)`,
together with a formula for `φ` in terms of `ψ`. -/
theorem eliminate_closed_channels [Fintype m]
    (A : Matrix m m ℂ) (B : Matrix m n ℂ) (D : Matrix n n ℂ)
    (E : ℝ) (hu : IsUnit ((E : ℂ) • (1 : Matrix n n ℂ) - D).det) (ψ : m → ℂ) (φ : n → ℂ) :
    (A *ᵥ ψ + B *ᵥ φ = (E : ℂ) • ψ ∧ Bᴴ *ᵥ ψ + D *ᵥ φ = (E : ℂ) • φ) ↔
      (φ = ((E : ℂ) • (1 : Matrix n n ℂ) - D)⁻¹ *ᵥ (Bᴴ *ᵥ ψ) ∧
        (A + closedPotential B D E) *ᵥ ψ = (E : ℂ) • ψ) := by
  -- solve the closed-channel equation for `φ`
  have h2 : Bᴴ *ᵥ ψ + D *ᵥ φ = (E : ℂ) • φ ↔
      φ = ((E : ℂ) • (1 : Matrix n n ℂ) - D)⁻¹ *ᵥ (Bᴴ *ᵥ ψ) := by
    constructor
    · intro h
      have hK : ((E : ℂ) • (1 : Matrix n n ℂ) - D) *ᵥ φ = Bᴴ *ᵥ ψ := by
        rw [sub_mulVec, smul_mulVec, one_mulVec, ← h, add_sub_cancel_right]
      rw [← hK, mulVec_mulVec, nonsing_inv_mul _ hu, one_mulVec]
    · intro h
      have hK : ((E : ℂ) • (1 : Matrix n n ℂ) - D) *ᵥ φ = Bᴴ *ᵥ ψ := by
        rw [h, mulVec_mulVec, mul_nonsing_inv _ hu, one_mulVec]
      rw [sub_mulVec, smul_mulVec, one_mulVec] at hK
      rw [← hK, sub_add_cancel]
  have hW : closedPotential B D E *ᵥ ψ =
      B *ᵥ (((E : ℂ) • (1 : Matrix n n ℂ) - D)⁻¹ *ᵥ (Bᴴ *ᵥ ψ)) := by
    simp only [closedPotential, mulVec_mulVec, Matrix.mul_assoc]
  rw [h2, add_mulVec, hW]
  constructor
  · rintro ⟨h1, h⟩
    exact ⟨h, by rw [← h]; exact h1⟩
  · rintro ⟨h, h1⟩
    exact ⟨by rw [← h] at h1; exact h1, h⟩

/-- For Hermitian `D` and `E` below all its eigenvalues, `D - E` is positive definite. -/
theorem gap_posDef {D : Matrix n n ℂ} {E : ℝ} (hD : D.IsHermitian)
    (hE : BelowThresholds D E) : (D - (E : ℂ) • (1 : Matrix n n ℂ)).PosDef := by
  have hA : (D - (E : ℂ) • (1 : Matrix n n ℂ)).IsHermitian := by
    unfold Matrix.IsHermitian
    rw [conjTranspose_sub, conjTranspose_smul, conjTranspose_one, hD.eq]
    simp
  rw [hA.posDef_iff_eigenvalues_pos]
  intro i
  have hv := hA.mulVec_eigenvectorBasis i
  have hne : (hA.eigenvectorBasis i).ofLp ≠ 0 := by
    intro h0
    apply hA.eigenvectorBasis.orthonormal.ne_zero i
    ext j
    exact congrFun h0 j
  rw [sub_mulVec, smul_mulVec, one_mulVec] at hv
  -- an eigenvector of `D - E` is an eigenvector of `D`, with eigenvalue shifted by `E`
  have h := hE (E + hA.eigenvalues i) _ hne (by
    ext j
    have hj := congrFun hv j
    simp only [Pi.sub_apply, Pi.smul_apply, smul_eq_mul, Complex.real_smul] at hj ⊢
    push_cast
    linear_combination hj)
  linarith

/-- For Hermitian `D` and `E₁ < E₂` with `E₂` below all eigenvalues of `D`, the difference
`(D - E₂)⁻¹ - (D - E₁)⁻¹` is positive definite. -/
theorem resolvent_difference_posDef {D : Matrix n n ℂ} {E₁ E₂ : ℝ} (hD : D.IsHermitian)
    (h12 : E₁ < E₂) (hE : BelowThresholds D E₂) :
    ((D - (E₂ : ℂ) • (1 : Matrix n n ℂ))⁻¹ - (D - (E₁ : ℂ) • (1 : Matrix n n ℂ))⁻¹).PosDef := by
  have h1 := gap_posDef hD (fun μ v hv h => h12.trans (hE μ v hv h))
  have h2 := gap_posDef hD hE
  have hPQ : D - (E₁ : ℂ) • (1 : Matrix n n ℂ) =
      (D - (E₂ : ℂ) • (1 : Matrix n n ℂ)) + ((E₂ - E₁ : ℝ) : ℂ) • (1 : Matrix n n ℂ) := by
    rw [Complex.ofReal_sub]
    module
  have hδ : (0 : ℂ) < ((E₂ - E₁ : ℝ) : ℂ) := by
    exact_mod_cast sub_pos.2 h12
  generalize D - (E₁ : ℂ) • (1 : Matrix n n ℂ) = P at *
  generalize D - (E₂ : ℂ) • (1 : Matrix n n ℂ) = Q at *
  generalize ((E₂ - E₁ : ℝ) : ℂ) = δ at *
  have hP := (Matrix.isUnit_iff_isUnit_det _).1 h1.isUnit
  have hQ := (Matrix.isUnit_iff_isUnit_det _).1 h2.isUnit
  have p1 := mul_nonsing_inv P hP
  have p2 := nonsing_inv_mul P hP
  have a : P * Q⁻¹ = 1 + δ • Q⁻¹ := by
    rw [hPQ, add_mul, mul_nonsing_inv Q hQ, smul_mul_assoc, one_mul]
  have b : Q⁻¹ * P = 1 + δ • Q⁻¹ := by
    rw [hPQ, mul_add, nonsing_inv_mul Q hQ, mul_smul_comm, mul_one]
  have hM : P * (Q⁻¹ - P⁻¹) * P = δ • (1 : Matrix n n ℂ) + (δ * δ) • Q⁻¹ := by
    rw [mul_sub, p1, a, add_sub_cancel_left, smul_mul_assoc, b, smul_add, smul_smul]
  -- the difference of the two inverses, in manifestly positive form
  have key : Q⁻¹ - P⁻¹ = P⁻¹ * (δ • (1 : Matrix n n ℂ) + (δ * δ) • Q⁻¹) * P⁻¹ := by
    calc Q⁻¹ - P⁻¹ = (P⁻¹ * P) * (Q⁻¹ - P⁻¹) * (P * P⁻¹) := by
          rw [p2, p1, one_mul, mul_one]
      _ = P⁻¹ * (P * (Q⁻¹ - P⁻¹) * P) * P⁻¹ := by simp only [mul_assoc]
      _ = _ := by rw [hM]
  have hpos : (δ • (1 : Matrix n n ℂ) + (δ * δ) • Q⁻¹).PosDef :=
    (Matrix.PosDef.one.smul hδ).add (h2.inv.smul (mul_pos hδ hδ))
  have inj : Function.Injective (P⁻¹).mulVec := by
    intro x y hxy
    have h := congrArg (fun z => P *ᵥ z) hxy
    simpa only [mulVec_mulVec, p1, one_mulVec] using h
  have h := Matrix.PosDef.conjTranspose_mul_mul_same hpos inj
  rw [h1.inv.isHermitian.eq] at h
  rw [key]
  exact h

/-- For Hermitian `D` and `E` below all its eigenvalues, `W(E) = -B (D - E)⁻¹ Bᴴ`. -/
theorem closedPotential_eq_neg (B : Matrix m n ℂ) {D : Matrix n n ℂ} {E : ℝ}
    (hD : D.IsHermitian) (hE : BelowThresholds D E) :
    closedPotential B D E = -(B * (D - (E : ℂ) • (1 : Matrix n n ℂ))⁻¹ * Bᴴ) := by
  have hu := (Matrix.isUnit_iff_isUnit_det _).1 (gap_posDef hD hE).isUnit
  have h : ((E : ℂ) • (1 : Matrix n n ℂ) - D)⁻¹ =
      -(D - (E : ℂ) • (1 : Matrix n n ℂ))⁻¹ := by
    apply inv_eq_right_inv
    rw [← neg_sub D, neg_mul_neg, mul_nonsing_inv _ hu]
  rw [closedPotential, h, Matrix.mul_neg, Matrix.neg_mul]

/-- Closed channels never repel: `W(E) ≤ 0` for Hermitian `D` and `E` below all its eigenvalues. -/
theorem closedPotential_nonpos [Fintype m] (B : Matrix m n ℂ) {D : Matrix n n ℂ} {E : ℝ}
    (hD : D.IsHermitian) (hE : BelowThresholds D E) : closedPotential B D E ≤ 0 := by
  rw [closedPotential_eq_neg B hD hE, Matrix.le_iff, zero_sub, neg_neg]
  exact (gap_posDef hD hE).inv.posSemidef.mul_mul_conjTranspose_same B

/-- For Hermitian `D` and energies `E₁ < E₂` below all its eigenvalues, `W(E₂) ≤ W(E₁) ≤ 0`: the
attraction by closed channels does not weaken as the energy rises within this range. -/
theorem closedPotential_antitone [Fintype m] (B : Matrix m n ℂ) {D : Matrix n n ℂ} {E₁ E₂ : ℝ}
    (hD : D.IsHermitian) (h12 : E₁ < E₂) (hE : BelowThresholds D E₂) :
    closedPotential B D E₂ ≤ closedPotential B D E₁ ∧ closedPotential B D E₁ ≤ 0 := by
  have hE1 : BelowThresholds D E₁ := fun μ v hv h => h12.trans (hE μ v hv h)
  refine ⟨?_, closedPotential_nonpos B hD hE1⟩
  rw [closedPotential_eq_neg B hD hE, closedPotential_eq_neg B hD hE1, Matrix.le_iff]
  have h := (resolvent_difference_posDef hD h12 hE).posSemidef.mul_mul_conjTranspose_same B
  rw [Matrix.mul_sub, Matrix.sub_mul] at h
  rw [neg_sub_neg]
  exact h

/-- For Hermitian `D` and `E₁ < E₂` below all its eigenvalues, `x† W(E₂) x < x† W(E₁) x < 0` for
every open-channel vector `x` with `Bᴴ x ≠ 0`. -/
theorem expectation_strict [Fintype m] (B : Matrix m n ℂ) {D : Matrix n n ℂ} {E₁ E₂ : ℝ}
    (hD : D.IsHermitian) (h12 : E₁ < E₂) (hE : BelowThresholds D E₂)
    {x : m → ℂ} (hx : Bᴴ *ᵥ x ≠ 0) :
    star x ⬝ᵥ (closedPotential B D E₂ *ᵥ x) < star x ⬝ᵥ (closedPotential B D E₁ *ᵥ x) ∧
      star x ⬝ᵥ (closedPotential B D E₁ *ᵥ x) < 0 := by
  have hE1 : BelowThresholds D E₁ := fun μ v hv h => h12.trans (hE μ v hv h)
  -- move the coupling matrix onto the state
  have quad (G : Matrix n n ℂ) : star x ⬝ᵥ ((B * G * Bᴴ) *ᵥ x) =
      star (Bᴴ *ᵥ x) ⬝ᵥ (G *ᵥ (Bᴴ *ᵥ x)) := by
    rw [star_mulVec, conjTranspose_conjTranspose, ← dotProduct_mulVec]
    simp only [mulVec_mulVec, Matrix.mul_assoc]
  have p := (resolvent_difference_posDef hD h12 hE).dotProduct_mulVec_pos hx
  have q := (gap_posDef hD hE1).inv.dotProduct_mulVec_pos hx
  rw [sub_mulVec, dotProduct_sub] at p
  rw [closedPotential_eq_neg B hD hE, closedPotential_eq_neg B hD hE1, neg_mulVec, neg_mulVec,
    dotProduct_neg, dotProduct_neg, quad, quad]
  exact ⟨neg_lt_neg (sub_pos.1 p), neg_lt_zero.2 q⟩

/-- For Hermitian `D`, `E` not an eigenvalue of `D`, and the identity as coupling matrix,
`W(E) ≤ 0` holds exactly when `E` lies below every eigenvalue of `D`. -/
theorem attractive_iff_belowThresholds {D : Matrix n n ℂ} {E : ℝ} (hD : D.IsHermitian)
    (hu : IsUnit ((E : ℂ) • (1 : Matrix n n ℂ) - D).det) :
    closedPotential (1 : Matrix n n ℂ) D E ≤ 0 ↔ BelowThresholds D E := by
  refine ⟨fun h μ v hv hDv => ?_, closedPotential_nonpos 1 hD⟩
  rw [Matrix.le_iff, zero_sub, closedPotential, Matrix.one_mul, conjTranspose_one,
    Matrix.mul_one] at h
  have hK : ((E : ℂ) • (1 : Matrix n n ℂ) - D) *ᵥ v = ((E - μ : ℝ) : ℂ) • v := by
    rw [sub_mulVec, smul_mulVec, one_mulVec, hDv, ← sub_smul, Complex.ofReal_sub]
  have hR : ((E : ℂ) • (1 : Matrix n n ℂ) - D)⁻¹ *ᵥ (((E - μ : ℝ) : ℂ) • v) = v := by
    rw [← hK, mulVec_mulVec, nonsing_inv_mul _ hu, one_mulVec]
  have hne : E - μ ≠ 0 := by
    intro h0
    apply hv
    rw [← hR, h0, Complex.ofReal_zero, zero_smul, mulVec_zero]
  -- test the sign of `W(E)` on the eigenvector
  have hp := h.dotProduct_mulVec_nonneg (((E - μ : ℝ) : ℂ) • v)
  rw [neg_mulVec, hR, dotProduct_neg, star_smul, smul_dotProduct] at hp
  have hn := (Matrix.PosDef.one (n := n) (R := ℂ)).dotProduct_mulVec_pos hv
  rw [one_mulVec] at hn
  have hr := (Complex.lt_def.1 hn).1
  have hs := (Complex.le_def.1 hp).1
  simp only [Complex.star_def, Complex.conj_ofReal, smul_eq_mul, Complex.neg_re,
    Complex.re_ofReal_mul, Complex.zero_re] at hr hs
  by_contra hc
  have hlt : 0 < E - μ := lt_of_le_of_ne (by linarith [not_lt.1 hc]) hne.symm
  linarith [mul_pos hlt hr]

end ClosedChannelTruncation
```

```lean
#print axioms ClosedChannelTruncation.eliminate_closed_channels
-- 'ClosedChannelTruncation.eliminate_closed_channels' depends on axioms: [propext, Classical.choice, Quot.sound]
#print axioms ClosedChannelTruncation.closedPotential_antitone
-- 'ClosedChannelTruncation.closedPotential_antitone' depends on axioms: [propext, Classical.choice, Quot.sound]
#print axioms ClosedChannelTruncation.expectation_strict
-- 'ClosedChannelTruncation.expectation_strict' depends on axioms: [propext, Classical.choice, Quot.sound]
#print axioms ClosedChannelTruncation.attractive_iff_belowThresholds
-- 'ClosedChannelTruncation.attractive_iff_belowThresholds' depends on axioms: [propext, Classical.choice, Quot.sound]
```

## The steps in Lean

`eliminate_closed_channels` proves the elimination as an equivalence. Its step `h2` solves the closed-channel equation in both directions, and `hW` expands the action of $W(E)$ on $\psi$. The hypothesis `hu`, a non-vanishing determinant, says that $E$ is not an eigenvalue. Neither $A$ nor $D$ needs to be Hermitian here.

`gap_posDef` first shows that $D-E$ is Hermitian, then reduces positive definiteness to positive eigenvalues. Each eigenvector of $D-E$ is turned into an eigenvector of $D$ with the eigenvalue shifted by $E$. The hypothesis `hE` applies to it, and `linarith` finishes the comparison.

`resolvent_difference_posDef` carries out the comparison of two energies. The `generalize` steps introduce the names $P$, $Q$ and $\delta$. Steps `a` and `b` compute $PQ^{-1}$ and $Q^{-1}P$, `hM` computes the product with $P$ on both sides, and `key` is the resulting identity. Then `hpos` establishes that the middle factor is positive definite, while `inj` says that $P^{-1}$ sends different vectors to different vectors. That is what keeps $z$ non-zero.

`closedPotential_eq_neg` handles the sign change from $E-D$ to $D-E$. With it, `closedPotential_nonpos` follows because $BGB^\dagger$ is positive semidefinite whenever $G$ is. `closedPotential_antitone` applies the same rule to the difference of inverses and uses `closedPotential_nonpos` for the second inequality.

In `expectation_strict`, the identity `quad` moves $B$ onto the state, which replaces $x$ by $B^\dagger x$. The facts `p` and `q` are the two strict positivity statements for that vector.

`attractive_iff_belowThresholds` gets one direction from `closedPotential_nonpos`. For the other, `hR` is the equation $W(E)w=v$, `hp` evaluates the sign condition on $w$, and `hn` supplies $v^\dagger v>0$. The final lines take real parts and rule out $E>\mu$. The hypothesis `hu` matters in this theorem because Mathlib assigns the zero matrix as the inverse of a singular matrix, which would make $W(E)\le0$ true at an eigenvalue.
